# The doubles amplitudes bound the drop of the lowest ADC(2) root when a positive semidefinite matrix is subtracted from the doubles block

## The step from ADC(2)-s to ADC(2)-x as a matrix change

In the algebraic diagrammatic construction (ADC), excitation energies are the eigenvalues of a Hermitian matrix. The step from ADC(2)-s to ADC(2)-x is modelled here as a change of one block of that matrix. The singles block $A$ and the coupling $C$ stay fixed, and the doubles block $D$ becomes $D-P$ with $P$ positive semidefinite:

$$
M=\begin{pmatrix}A&C\\ C^\dagger&D\end{pmatrix},\qquad
M'=\begin{pmatrix}A&C\\ C^\dagger&D-P\end{pmatrix}.
$$

In ADC(2)-x the doubles block gains first-order terms, both on its diagonal and between different double excitations, and $-P$ stands for these. Positivity of $P$ says that they raise the energy of no combination of doubles. This is an assumption, and it can fail: the first-order terms include the repulsion between the two excited electrons as well as the attraction between electrons and holes.

## Bounds from the old and new ground vectors

Let $v=(x,y)$ and $v'=(x',y')$ be unit ground vectors of $M$ and $M'$, that is, eigenvectors for the lowest eigenvalues $E$ and $E'$. They describe the lowest excited state, not the electronic ground state. The first entry holds the singles amplitudes and the second the doubles amplitudes. For Hermitian $A$ and $D$,

$$
0\le\langle y,Py\rangle\le E-E'\le\langle y',Py'\rangle .
$$

This is `adc2x_root_drop`. The types `m` and `n` label finitely many single and double excitations, `secular A C D` is $M$, and `Sum.elim x y` stacks the amplitudes. The function `expect` is the real part of $\langle v,Mv\rangle$, which is the whole value for a Hermitian matrix, and `weight` is $\langle v,v\rangle$.

The predicate `IsGround` requires a unit eigenvector whose real eigenvalue `E` lies at or below every other real eigenvalue. It does not require the lowest eigenvalue to be nondegenerate, so the bounds hold for any choice within a degenerate level. They concern the lowest root only and do not follow a state of given character through a crossing.

For excited-state calculations, this bounds the change in the lowest excitation energy of a finite Hermitian ADC matrix. Only $0\le\langle y,Py\rangle$ uses the positivity of $P$. The two bounds on $E-E'$ hold for any Hermitian $P$, as `root_shift_bounds` states.

## Each ground vector as a trial vector

First, the variational principle. Put $B=M-E$, with orthonormal eigenvectors $b_i$ and eigenvalues $\beta_i$. Then $Mb_i=(\beta_i+E)b_i$, and since $E$ is lowest, $\beta_i\ge0$. For any $u$,

$$
\langle u,Mu\rangle-E\langle u,u\rangle=\sum_i\beta_i|\langle b_i,u\rangle|^2\ge0 .
$$

Next, expand the energy of a fixed vector $u=(x,y)$:

$$
\begin{aligned}
\langle u,M'u\rangle
&=\langle x,Ax\rangle+\langle x,Cy\rangle+\langle y,C^\dagger x\rangle+\langle y,(D-P)y\rangle\\
&=\langle u,Mu\rangle-\langle y,Py\rangle .
\end{aligned}
$$

Using the old ground vector in $M'$, and the new one in $M$, gives

$$
E'\le\langle v,M'v\rangle=E-\langle y,Py\rangle,\qquad
E\le\langle v',Mv'\rangle=E'+\langle y',Py'\rangle .
$$

Rearranging yields both bounds on $E-E'$. So far $P$ need only be Hermitian; positivity adds $\langle y,Py\rangle\ge0$.

## What the doubles weight says

If $q\langle z,z\rangle\le\langle z,Pz\rangle\le p\langle z,z\rangle$ for all $z$, then

$$
q\langle y,y\rangle\le E-E'\le p\langle y',y'\rangle .
$$

The weight therefore controls the drop together with the strength of $P$. For a uniform lowering $P=p\,1$ with $p>0$, both bounds on $P$ are equalities, and division by $p$ gives

$$
\langle y,y\rangle\le\frac{E-E'}p\le\langle y',y'\rangle .
$$

For positive semidefinite $P$, an unchanged root forces $\langle y,Py\rangle=0$. Writing $P=R^2$ with $R$ Hermitian gives $\|Ry\|^2=0$, hence $Py=0$. In the other direction, $Py'=0$ makes the upper bound zero, so $E'=E$.

A small old doubles weight does not bound the drop from above. With $C=0$, one single at energy 1 and one double at energy 2, lowering the double by 1.5 moves the lowest root from 1 to 0.5, although the old ground vector has no doubles part.

A coupled example, in arbitrary energy units, has singles energy 100, coupling 60 and doubles energy 219, lowered by 84. The unit ground vectors are $(12/13,-5/13)$ and $(4/5,-3/5)$, with roots 75 and 55. The drop of 20 lies between $84\cdot25/169\approx12.4$ and $84\cdot9/25=30.24$.

## The Lean file

```lean
import Mathlib

open Matrix
open scoped ComplexOrder

namespace ADCDoublesShift

variable {k m n : Type*} [Fintype k] [Fintype m] [Fintype n]

/-- The secular matrix with singles block `A`, coupling `C` and doubles block `D`. -/
def secular (A : Matrix m m ℂ) (C : Matrix m n ℂ) (D : Matrix n n ℂ) :
    Matrix (m ⊕ n) (m ⊕ n) ℂ :=
  Matrix.fromBlocks A C Cᴴ D

/-- The real part of the quadratic form `⟨v, M v⟩`. -/
def expect (M : Matrix k k ℂ) (v : k → ℂ) : ℝ := (star v ⬝ᵥ (M *ᵥ v)).re

/-- The weight `⟨v, v⟩` of a vector of amplitudes. -/
def weight (v : k → ℂ) : ℝ := (star v ⬝ᵥ v).re

/-- The vector `v` is a normalised eigenvector of `M` with real eigenvalue `E`, and no real
eigenvalue of `M` lies below `E`. -/
structure IsGround (M : Matrix k k ℂ) (E : ℝ) (v : k → ℂ) : Prop where
  unit : weight v = 1
  eigen : M *ᵥ v = (E : ℂ) • v
  lowest : ∀ (F : ℝ) (w : k → ℂ), w ≠ 0 → M *ᵥ w = (F : ℂ) • w → E ≤ F

/-- The expectation value of the matrix in its ground vector is the lowest eigenvalue. -/
theorem IsGround.expect_eq {M : Matrix k k ℂ} {E : ℝ} {v : k → ℂ}
    (h : IsGround M E v) : expect M v = E := by
  have hu := h.unit
  unfold weight at hu
  rw [expect, h.eigen, dotProduct_smul, smul_eq_mul, Complex.re_ofReal_mul, hu, mul_one]

/-- Variational principle: for a Hermitian matrix, the energy of any trial vector is at least
the lowest eigenvalue times the weight of that vector. -/
theorem IsGround.variational {M : Matrix k k ℂ} (hM : M.IsHermitian) {E : ℝ} {v : k → ℂ}
    (h : IsGround M E v) (u : k → ℂ) : E * weight u ≤ expect M u := by
  classical
  have hsub : ∀ z : k → ℂ,
      (M - (E : ℂ) • (1 : Matrix k k ℂ)) *ᵥ z = M *ᵥ z - (E : ℂ) • z := by
    intro z
    rw [Matrix.sub_mulVec, Matrix.smul_mulVec, Matrix.one_mulVec]
  have hB : (M - (E : ℂ) • (1 : Matrix k k ℂ)).IsHermitian := by
    rw [Matrix.IsHermitian, Matrix.conjTranspose_sub, Matrix.conjTranspose_smul,
      Matrix.conjTranspose_one, hM.eq]
    simp
  -- every eigenvalue of `M - E` is nonnegative, since `E` is the lowest one of `M`
  have hpos : (M - (E : ℂ) • (1 : Matrix k k ℂ)).PosSemidef := by
    refine hB.posSemidef_iff_eigenvalues_nonneg.mpr (fun i => ?_)
    have he := hB.mulVec_eigenvectorBasis i
    rw [hsub] at he
    have hv : (hB.eigenvectorBasis i).ofLp ≠ 0 := by
      intro h0
      exact hB.eigenvectorBasis.orthonormal.ne_zero i (WithLp.ofLp_injective 2 h0)
    have hle := h.lowest (hB.eigenvalues i + E) _ hv (by
      funext j
      have hj := congrFun he j
      simp only [Pi.sub_apply, Pi.smul_apply, smul_eq_mul, Complex.real_smul] at hj ⊢
      push_cast
      linear_combination hj)
    change (0 : ℝ) ≤ hB.eigenvalues i
    linarith
  have h0 := hpos.dotProduct_mulVec_nonneg u
  rw [hsub, dotProduct_sub, dotProduct_smul] at h0
  have h1 := (Complex.le_def.mp h0).1
  simp only [Complex.zero_re, Complex.sub_re, smul_eq_mul, Complex.re_ofReal_mul] at h1
  unfold expect weight
  linarith

/-- For a fixed trial vector, replacing `D` by `D - P` lowers the energy by the expectation
value of `P` in the doubles amplitudes. -/
theorem expect_secular_sub (A : Matrix m m ℂ) (C : Matrix m n ℂ) (D P : Matrix n n ℂ)
    (x : m → ℂ) (y : n → ℂ) :
    expect (secular A C (D - P)) (Sum.elim x y)
      = expect (secular A C D) (Sum.elim x y) - expect P y := by
  simp only [expect, secular, Matrix.fromBlocks_mulVec, dotProduct, Fintype.sum_sum_type,
    Pi.star_apply, Sum.elim_inl, Sum.elim_inr, Sum.elim_comp_inl, Sum.elim_comp_inr,
    Matrix.sub_mulVec, Pi.add_apply, Pi.sub_apply, mul_add, mul_sub,
    Finset.sum_add_distrib, Finset.sum_sub_distrib, Complex.add_re, Complex.sub_re]
  ring

variable {A : Matrix m m ℂ} {C : Matrix m n ℂ} {D P : Matrix n n ℂ} {E E' : ℝ}
  {x x' : m → ℂ} {y y' : n → ℂ}

/-- For Hermitian `A`, `D` and `P`, the drop `E - E'` of the lowest root is at least `⟨y, P y⟩` and
at most `⟨y', P y'⟩`, with `y` and `y'` the old and new doubles amplitudes. -/
theorem root_shift_bounds (hA : A.IsHermitian) (hD : D.IsHermitian) (hP : P.IsHermitian)
    (h : IsGround (secular A C D) E (Sum.elim x y))
    (h' : IsGround (secular A C (D - P)) E' (Sum.elim x' y')) :
    expect P y ≤ E - E' ∧ E - E' ≤ expect P y' := by
  have hM : (secular A C D).IsHermitian := Matrix.IsHermitian.fromBlocks hA rfl hD
  have hM' : (secular A C (D - P)).IsHermitian :=
    Matrix.IsHermitian.fromBlocks hA rfl (hD.sub hP)
  -- each ground vector serves as trial vector for the other matrix
  have h1 := h'.variational hM' (Sum.elim x y)
  have h2 := h.variational hM (Sum.elim x' y')
  have h3 := expect_secular_sub A C D P x' y'
  rw [h.unit, expect_secular_sub, h.expect_eq] at h1
  rw [h'.unit] at h2
  rw [h'.expect_eq] at h3
  constructor <;> linarith

/-- From ADC(2)-s to ADC(2)-x: if the Hermitian doubles block `D` is lowered by a positive
semidefinite `P` and `A` is Hermitian, the lowest root drops by at least `⟨y, P y⟩ ≥ 0` and at
most `⟨y', P y'⟩`, with `y` and `y'` the old and new doubles amplitudes. -/
theorem adc2x_root_drop (hA : A.IsHermitian) (hD : D.IsHermitian) (hP : P.PosSemidef)
    (h : IsGround (secular A C D) E (Sum.elim x y))
    (h' : IsGround (secular A C (D - P)) E' (Sum.elim x' y')) :
    0 ≤ expect P y ∧ expect P y ≤ E - E' ∧ E - E' ≤ expect P y' :=
  ⟨(Complex.le_def.mp (hP.dotProduct_mulVec_nonneg y)).1,
    root_shift_bounds hA hD hP.isHermitian h h'⟩

/-- For Hermitian `A`, `D` and positive semidefinite `P`: if the lowest root does not move, `P`
annihilates the old doubles amplitudes; if `P` annihilates the new ones, the root does not
move. -/
theorem root_unchanged (hA : A.IsHermitian) (hD : D.IsHermitian) (hP : P.PosSemidef)
    (h : IsGround (secular A C D) E (Sum.elim x y))
    (h' : IsGround (secular A C (D - P)) E' (Sum.elim x' y')) :
    (E' = E → P *ᵥ y = 0) ∧ (P *ᵥ y' = 0 → E' = E) := by
  obtain ⟨h0, h1, h2⟩ := adc2x_root_drop hA hD hP h h'
  constructor
  · intro hE
    have hre : expect P y = 0 := by linarith
    have him := (Complex.le_def.mp (hP.dotProduct_mulVec_nonneg y)).2
    exact (hP.dotProduct_mulVec_zero_iff y).mp (Complex.ext hre him.symm)
  · intro hy
    have hz : expect P y' = 0 := by simp [expect, hy]
    linarith

/-- For Hermitian `A`, `D`, `P` with the quadratic form of `P` between `q` and `p` times the
weight, the drop of the lowest root lies between `q` times the old and `p` times the new doubles
weight. -/
theorem drop_of_doubles_weight (hA : A.IsHermitian) (hD : D.IsHermitian) (hP : P.IsHermitian)
    {p q : ℝ} (hq : ∀ z, q * weight z ≤ expect P z) (hp : ∀ z, expect P z ≤ p * weight z)
    (h : IsGround (secular A C D) E (Sum.elim x y))
    (h' : IsGround (secular A C (D - P)) E' (Sum.elim x' y')) :
    q * weight y ≤ E - E' ∧ E - E' ≤ p * weight y' := by
  obtain ⟨h1, h2⟩ := root_shift_bounds hA hD hP h h'
  exact ⟨(hq y).trans h1, h2.trans (hp y')⟩

/-- If `A` and `D` are Hermitian and all doubles are lowered uniformly by `p > 0`, the drop of
the lowest root per unit of shift lies between the old and the new doubles weight. -/
theorem uniform_shift [DecidableEq n] (hA : A.IsHermitian) (hD : D.IsHermitian)
    {p : ℝ} (hp : 0 < p) (h : IsGround (secular A C D) E (Sum.elim x y))
    (h' : IsGround (secular A C (D - (p : ℂ) • (1 : Matrix n n ℂ))) E' (Sum.elim x' y')) :
    weight y ≤ (E - E') / p ∧ (E - E') / p ≤ weight y' := by
  have hP : ((p : ℂ) • (1 : Matrix n n ℂ)).IsHermitian := by
    rw [Matrix.IsHermitian, Matrix.conjTranspose_smul, Matrix.conjTranspose_one]
    simp
  have he : ∀ z : n → ℂ, expect ((p : ℂ) • (1 : Matrix n n ℂ)) z = p * weight z := by
    intro z
    rw [expect, Matrix.smul_mulVec, Matrix.one_mulVec, dotProduct_smul, smul_eq_mul,
      Complex.re_ofReal_mul, weight]
  obtain ⟨h1, h2⟩ := drop_of_doubles_weight hA hD hP
    (fun z => (he z).ge) (fun z => (he z).le) h h'
  rw [le_div_iff₀ hp, div_le_iff₀ hp]
  constructor <;> linarith

/-- One single coupled to one double, with real entries: a normalised real eigenvector whose
eigenvalue is at most half the trace is a ground vector. -/
theorem two_level_ground (a c d E s t : ℝ) (hst : s * s + t * t = 1)
    (h1 : a * s + c * t = E * s) (h2 : c * s + d * t = E * t) (hE : 2 * E ≤ a + d) :
    IsGround (secular !![(a : ℂ)] !![(c : ℂ)] !![(d : ℂ)]) E
      (Sum.elim ![(s : ℂ)] ![(t : ℂ)]) := by
  refine ⟨?_, ?_, ?_⟩
  · simp [weight, dotProduct, Fintype.sum_sum_type]
    linear_combination hst
  · funext i
    rcases i with i | i <;> fin_cases i <;>
      simp [secular, Matrix.mulVec, dotProduct, Fintype.sum_sum_type]
    · exact_mod_cast h1
    · exact_mod_cast h2
  · intro F w hw h
    have g1 : (a : ℂ) * w (Sum.inl 0) + c * w (Sum.inr 0) = F * w (Sum.inl 0) := by
      simpa [secular, Matrix.mulVec, dotProduct, Fintype.sum_sum_type]
        using congrFun h (Sum.inl 0)
    have g2 : (c : ℂ) * w (Sum.inl 0) + d * w (Sum.inr 0) = F * w (Sum.inr 0) := by
      simpa [secular, Matrix.mulVec, dotProduct, Fintype.sum_sum_type]
        using congrFun h (Sum.inr 0)
    -- both `F` and `E` solve the secular equation
    have hF : ((F : ℂ) - a) * (F - d) - c ^ 2 = 0 := by
      by_contra hR
      apply hw
      have r1 : (((F : ℂ) - a) * (F - d) - c ^ 2) * w (Sum.inl 0) = 0 := by
        linear_combination ((d : ℂ) - F) * g1 - c * g2
      have r2 : (((F : ℂ) - a) * (F - d) - c ^ 2) * w (Sum.inr 0) = 0 := by
        linear_combination ((a : ℂ) - F) * g2 - c * g1
      funext i
      rcases i with i | i <;> fin_cases i
      · exact (mul_eq_zero.mp r1).resolve_left hR
      · exact (mul_eq_zero.mp r2).resolve_left hR
    have hF' : (F - a) * (F - d) - c ^ 2 = 0 := by exact_mod_cast hF
    have hQ : (E - a) * (E - d) - c ^ 2 = 0 := by
      linear_combination (-((E - a) * (E - d) - c ^ 2)) * hst
        + s * ((d - E) * h1 - c * h2) + t * ((a - E) * h2 - c * h1)
    by_contra hlt
    have hlt' : F < E := not_le.mp hlt
    have hprod : 0 < (E - F) * (a + d - E - F) :=
      mul_pos (by linarith) (by linarith)
    nlinarith

/-- An explicit instance: with singles energy 100, coupling 60 and doubles energy 219 lowered by
84, the lowest root goes from 75 to 55, with the ground vectors shown. -/
theorem adc2x_root_drop_witness :
    (!![(84 : ℂ)]).PosSemidef ∧
    IsGround (secular !![(100 : ℂ)] !![(60 : ℂ)] !![(219 : ℂ)]) 75
      (Sum.elim ![(12 / 13 : ℂ)] ![(-5 / 13 : ℂ)]) ∧
    IsGround (secular !![(100 : ℂ)] !![(60 : ℂ)] (!![(219 : ℂ)] - !![(84 : ℂ)])) 55
      (Sum.elim ![(4 / 5 : ℂ)] ![(-3 / 5 : ℂ)]) := by
  refine ⟨?_, ?_, ?_⟩
  · have hd : !![(84 : ℂ)] = Matrix.diagonal (fun _ : Fin 1 => (84 : ℂ)) := by
      refine Matrix.ext fun i j => ?_
      fin_cases i
      fin_cases j
      simp
    rw [hd]
    refine Matrix.PosSemidef.diagonal (fun _ => ?_)
    change (0 : ℂ) ≤ 84
    rw [Complex.le_def]
    norm_num
  · have h := two_level_ground 100 60 219 75 (12 / 13) (-5 / 13)
      (by norm_num) (by norm_num) (by norm_num) (by norm_num)
    push_cast at h
    exact h
  · have hd : !![(219 : ℂ)] - !![(84 : ℂ)] = !![(135 : ℂ)] := by
      refine Matrix.ext fun i j => ?_
      fin_cases i
      fin_cases j
      norm_num [Matrix.sub_apply]
    rw [hd]
    have h := two_level_ground 100 60 135 55 (4 / 5) (-3 / 5)
      (by norm_num) (by norm_num) (by norm_num) (by norm_num)
    push_cast at h
    exact h

end ADCDoublesShift
```

```lean
#print axioms ADCDoublesShift.adc2x_root_drop
-- 'ADCDoublesShift.adc2x_root_drop' depends on axioms: [propext, Classical.choice, Quot.sound]
#print axioms ADCDoublesShift.root_unchanged
-- 'ADCDoublesShift.root_unchanged' depends on axioms: [propext, Classical.choice, Quot.sound]
#print axioms ADCDoublesShift.uniform_shift
-- 'ADCDoublesShift.uniform_shift' depends on axioms: [propext, Classical.choice, Quot.sound]
```

## From the spectral theorem to the two-level example

`IsGround.expect_eq` inserts the eigenvalue equation and normalisation to obtain $\langle v,Mv\rangle=E$. `IsGround.variational` builds $B$ and turns each of its eigenvectors into one of $M$ with eigenvalue `hB.eigenvalues i + E`. The field `lowest` then makes the eigenvalues of $B$ nonnegative, so $B$ is positive semidefinite, and the real part of its quadratic form gives the inequality.

`expect_secular_sub` is the block expansion: `simp` writes out the sums and `ring` collects the terms. In `root_shift_bounds`, `h1` and `h2` are the two trial-vector inequalities, while `h3` relates the energies of the new vector in the two matrices. After the known values are substituted, `linarith` does the rearrangement. `adc2x_root_drop` adds the sign.

In `root_unchanged`, the real and imaginary parts of $\langle y,Py\rangle$ are both shown to vanish before Mathlib's zero criterion for positive semidefinite matrices gives $Py=0$. `drop_of_doubles_weight` chains the bounds on $P$ with those on the root, and `uniform_shift` applies it with $q=p$.

For one single and one double with energies $a$ and $d$ and real coupling $c$, `two_level_ground` tests whether an eigenvalue $E$ is lowest. Any real eigenvalue $F$ solves the same secular equation as $E$, and subtracting the two equations gives

$$
(E-F)(a+d-E-F)=0 .
$$

If $F<E$ and $2E\le a+d$, both factors are positive, a contradiction. `adc2x_root_drop_witness` uses this test for both matrices of the coupled example and checks that its $P$ is positive semidefinite.
